# Natural occupations of a pure fermionic state with finitely many modes lie between 0 and 1

A spin orbital holds on average no fewer than zero and no more than one fermion. In the proof given here the annihilation operators are complex square matrices $a_p$, one for each of finitely many modes, acting on a finite-dimensional state space. No occupation-number basis is built in: the matrices are fermionic only through the anticommutation relations they are assumed to obey.

## Bounds on the one-body density matrix

Let $\psi$ be a unit vector, and write $\langle u,v\rangle=\sum_i \bar u_i v_i$. Assume

$$a_p a_q^\dagger + a_q^\dagger a_p = \delta_{pq},\qquad \gamma_{pq}=\langle\psi,a_p^\dagger a_q\psi\rangle .$$

Then $\gamma$ is Hermitian, and both $\gamma$ and $1-\gamma$ are positive semidefinite. If $\gamma x=\mu x$ with $\langle x,x\rangle=1$, the natural occupation $\mu$ is real and $0\le\mu\le1$. The letter $\mu$ is an occupation here, not a chemical potential.

The Kronecker delta expresses that the one-particle basis is orthonormal. In a non-orthogonal atomic-orbital basis the overlap matrix takes its place, so the density matrix must be transformed to an orthonormal basis before its eigenvalues are compared with these bounds.

## Where natural orbitals are computed

A configuration-interaction or matrix-product-state program that diagonalises $\gamma$ for one normalised state in a finite orthonormal spin-orbital basis can rely on this interval, for instance when it selects an active space by occupation. An eigenvalue outside it by more than rounding points to a fault such as a missing normalisation or a wrong fermionic sign. If the array has been summed over spin, the upper limit is 2.

## Particle and hole norms

For coefficients $x_q$, define $b=\sum_q x_q a_q$. In the usual convention $b$ annihilates the orbital $\sum_q \bar x_q\varphi_q$, where $\varphi_q$ are the basis orbitals; the complex conjugate matters when natural orbitals are written out. Codes that store $\langle a_q^\dagger a_p\rangle$ at position $pq$ hold the transpose of $\gamma$, which has the same eigenvalues.

The anticommutation relation gives

$$bb^\dagger+b^\dagger b=\sum_{p,q}x_p\bar x_q\,(a_pa_q^\dagger+a_q^\dagger a_p)=\sum_p|x_p|^2=\langle x,x\rangle .$$

The quadratic form of $\gamma$ is the squared norm of the state with a particle removed:

$$\langle x,\gamma x\rangle=\sum_{p,q}\bar x_p x_q\langle\psi,a_p^\dagger a_q\psi\rangle=\langle\psi,b^\dagger b\psi\rangle=\|b\psi\|^2 .$$

Since $\langle\psi,\psi\rangle=1$, the complementary form is the squared norm of the state with a particle added:

$$\langle x,(1-\gamma)x\rangle=\langle x,x\rangle-\langle\psi,b^\dagger b\psi\rangle=\langle\psi,bb^\dagger\psi\rangle=\|b^\dagger\psi\|^2 .$$

Hermiticity follows from $\gamma_{pq}=\langle a_p\psi,a_q\psi\rangle=\overline{\gamma_{qp}}$, so both matrices are positive semidefinite. For a normalised eigenvector the two forms are $\mu$ and $1-\mu$, and neither is negative.

Any normalised orbital, natural or not, has an occupation $\nu=\langle x,\gamma x\rangle$. The two norms show that $\nu=0$ exactly when $b\psi=0$, and $\nu=1$ exactly when $b^\dagger\psi=0$.

Now assume also $a_pa_q+a_qa_p=0$. Exchanging the summation indices gives

$$2b^2=\sum_{p,q}x_px_q(a_pa_q+a_qa_p)=0 .$$

With $N=b^\dagger b$ and $\langle x,x\rangle=1$,

$$N^2=b^\dagger(bb^\dagger)b=b^\dagger(1-b^\dagger b)b=N-b^\dagger b^\dagger b^2=N .$$

The variance of $N$ is therefore $\langle N^2\rangle-\langle N\rangle^2=\nu-\nu^2=\nu(1-\nu)$.

The smallest fermionic case has one mode and $\psi=\alpha|0\rangle+\beta|1\rangle$ with $|\alpha|^2+|\beta|^2=1$. Then $a\psi=\beta|0\rangle$ and $a^\dagger\psi=\alpha|1\rangle$, so $\gamma$ is the number $|\beta|^2$ and $1-\gamma=|\alpha|^2$. When both amplitudes are nonzero this is an algebraic illustration, not a physical state: the parity superselection rule excludes superpositions of even and odd fermion number.

## Lean source

```lean
import Mathlib

open Matrix
open scoped ComplexOrder

namespace FermionOccupationBounds

noncomputable section

variable {ι m : Type*} [Fintype ι] [DecidableEq ι] [Fintype m] [DecidableEq m]

/-- The mixed anticommutation relations `a_p a_q† + a_q† a_p = δ_pq`. -/
def MixedCAR (a : ι → Matrix m m ℂ) : Prop :=
  ∀ p q, a p * (a q)ᴴ + (a q)ᴴ * a p = if p = q then 1 else 0

/-- The anticommutation relations `a_p a_q + a_q a_p = 0` among annihilators. -/
def PairCAR (a : ι → Matrix m m ℂ) : Prop :=
  ∀ p q, a p * a q + a q * a p = 0

/-- The number `⟨ψ, A ψ⟩`, which is the expectation value of `A` when `ψ` is a unit vector. -/
def expect (ψ : m → ℂ) (A : Matrix m m ℂ) : ℂ := star ψ ⬝ᵥ A *ᵥ ψ

/-- The one-body density matrix `γ_pq = ⟨ψ, a_p† a_q ψ⟩`. -/
def densityMatrix (a : ι → Matrix m m ℂ) (ψ : m → ℂ) : Matrix ι ι ℂ :=
  Matrix.of fun p q => expect ψ ((a p)ᴴ * a q)

/-- The operator `b = ∑ x_q a_q`. For annihilators `a_q` it belongs to the orbital with the
conjugate coefficients `star x`. -/
def orbitalOp (a : ι → Matrix m m ℂ) (x : ι → ℂ) : Matrix m m ℂ := ∑ q, x q • a q

/-- The number operator `b† b` built from `b = ∑ x_q a_q`. -/
def orbitalNumber (a : ι → Matrix m m ℂ) (x : ι → ℂ) : Matrix m m ℂ :=
  (orbitalOp a x)ᴴ * orbitalOp a x

omit [DecidableEq m] in
/-- The number `⟨ψ, A† B ψ⟩` is the inner product of `A ψ` with `B ψ`. -/
theorem expect_adjoint_mul (ψ : m → ℂ) (A B : Matrix m m ℂ) :
    expect ψ (Aᴴ * B) = star (A *ᵥ ψ) ⬝ᵥ (B *ᵥ ψ) := by
  unfold expect
  rw [Matrix.star_mulVec, ← Matrix.mulVec_mulVec, Matrix.dotProduct_mulVec (star ψ)]

/-- Under the mixed anticommutation relations, the operator `b = ∑ x_q a_q` satisfies
`b b† + b† b = ⟨x, x⟩`. -/
theorem orbital_anticomm {a : ι → Matrix m m ℂ} (h : MixedCAR a) (x : ι → ℂ) :
    orbitalOp a x * (orbitalOp a x)ᴴ + (orbitalOp a x)ᴴ * orbitalOp a x
      = (star x ⬝ᵥ x) • (1 : Matrix m m ℂ) := by
  unfold MixedCAR at h
  have h1 : orbitalOp a x * (orbitalOp a x)ᴴ
      = ∑ p, ∑ q, (x p * star (x q)) • (a p * (a q)ᴴ) := by
    simp only [orbitalOp, conjTranspose_sum, conjTranspose_smul, Finset.sum_mul_sum,
      smul_mul_smul_comm]
  have h2 : (orbitalOp a x)ᴴ * orbitalOp a x
      = ∑ p, ∑ q, (x p * star (x q)) • ((a q)ᴴ * a p) := by
    simp only [orbitalOp, conjTranspose_sum, conjTranspose_smul, Finset.sum_mul_sum,
      smul_mul_smul_comm]
    rw [Finset.sum_comm]
    refine Finset.sum_congr rfl fun p _ => Finset.sum_congr rfl fun q _ => ?_
    rw [mul_comm (star (x q))]
  -- the double sum collapses onto its diagonal
  rw [h1, h2]
  simp only [← Finset.sum_add_distrib, ← smul_add, h, smul_ite, smul_zero,
    Finset.sum_ite_eq, Finset.mem_univ, if_true, dotProduct, Pi.star_apply, Finset.sum_smul]
  refine Finset.sum_congr rfl fun p _ => ?_
  rw [mul_comm]

omit [DecidableEq ι] [DecidableEq m] in
/-- Particle form: `⟨x, γ x⟩` is the squared norm of `b ψ`. -/
theorem particle_form (a : ι → Matrix m m ℂ) (ψ : m → ℂ) (x : ι → ℂ) :
    star x ⬝ᵥ densityMatrix a ψ *ᵥ x
      = star (orbitalOp a x *ᵥ ψ) ⬝ᵥ (orbitalOp a x *ᵥ ψ) := by
  have hl : star x ⬝ᵥ densityMatrix a ψ *ᵥ x
      = ∑ p, ∑ q, (star (x p) * x q) * expect ψ ((a p)ᴴ * a q) := by
    simp only [dotProduct, Matrix.mulVec, densityMatrix, Matrix.of_apply, Finset.mul_sum,
      Pi.star_apply]
    refine Finset.sum_congr rfl fun p _ => Finset.sum_congr rfl fun q _ => ?_
    ring
  rw [hl, ← expect_adjoint_mul]
  simp only [orbitalOp, conjTranspose_sum, conjTranspose_smul, Finset.sum_mul_sum,
    smul_mul_smul_comm, expect, Matrix.sum_mulVec, dotProduct_sum, Matrix.smul_mulVec,
    dotProduct_smul, smul_eq_mul]

/-- Hole form: under the mixed anticommutation relations and for a unit vector `ψ`,
`⟨x, (1 - γ) x⟩` is the squared norm of `b† ψ`. -/
theorem hole_form {a : ι → Matrix m m ℂ} (h : MixedCAR a) {ψ : m → ℂ}
    (hψ : star ψ ⬝ᵥ ψ = 1) (x : ι → ℂ) :
    star x ⬝ᵥ (1 - densityMatrix a ψ) *ᵥ x
      = star ((orbitalOp a x)ᴴ *ᵥ ψ) ⬝ᵥ ((orbitalOp a x)ᴴ *ᵥ ψ) := by
  have h1 := congrArg (expect ψ) (orbital_anticomm h x)
  simp only [expect, Matrix.add_mulVec, dotProduct_add, Matrix.smul_mulVec,
    Matrix.one_mulVec, dotProduct_smul, smul_eq_mul, hψ, mul_one] at h1
  rw [← expect_adjoint_mul, conjTranspose_conjTranspose, Matrix.sub_mulVec,
    Matrix.one_mulVec, dotProduct_sub, particle_form, ← expect_adjoint_mul]
  unfold expect
  linear_combination -h1

omit [Fintype ι] [DecidableEq ι] [DecidableEq m] in
/-- The one-body density matrix is Hermitian. -/
theorem densityMatrix_isHermitian (a : ι → Matrix m m ℂ) (ψ : m → ℂ) :
    (densityMatrix a ψ).IsHermitian := by
  refine Matrix.IsHermitian.ext fun p q => ?_
  simp only [densityMatrix, Matrix.of_apply, expect_adjoint_mul]
  simp only [dotProduct, star_sum, star_mul', star_star, Pi.star_apply]
  exact Finset.sum_congr rfl fun i _ => mul_comm _ _

/-- Under the mixed anticommutation relations and for a unit vector `ψ`, the one-body density matrix
`γ` is Hermitian, `γ` and `1 - γ` are positive semidefinite, and every eigenvalue `μ` of `γ` with a
normalised eigenvector `x` is real with `0 ≤ μ ≤ 1`. -/
theorem occupation_bounds {a : ι → Matrix m m ℂ} (h : MixedCAR a) {ψ : m → ℂ}
    (hψ : star ψ ⬝ᵥ ψ = 1) :
    (densityMatrix a ψ).IsHermitian ∧ (densityMatrix a ψ).PosSemidef ∧
      (1 - densityMatrix a ψ).PosSemidef ∧
      ∀ (μ : ℂ) (x : ι → ℂ), star x ⬝ᵥ x = 1 → densityMatrix a ψ *ᵥ x = μ • x →
        0 ≤ μ ∧ μ ≤ 1 := by
  have hH := densityMatrix_isHermitian a ψ
  -- both quadratic forms are squared norms
  have hp : ∀ x : ι → ℂ, 0 ≤ star x ⬝ᵥ densityMatrix a ψ *ᵥ x := fun x => by
    rw [particle_form]
    exact dotProduct_star_self_nonneg _
  have hh : ∀ x : ι → ℂ, 0 ≤ star x ⬝ᵥ (1 - densityMatrix a ψ) *ᵥ x := fun x => by
    rw [hole_form h hψ]
    exact dotProduct_star_self_nonneg _
  refine ⟨hH, PosSemidef.of_dotProduct_mulVec_nonneg hH hp,
    PosSemidef.of_dotProduct_mulVec_nonneg (Matrix.isHermitian_one.sub hH) hh, ?_⟩
  intro μ x hx hμ
  have h0 := hp x
  have h1 := hh x
  rw [Matrix.sub_mulVec, Matrix.one_mulVec, dotProduct_sub, hμ, dotProduct_smul, hx,
    smul_eq_mul, mul_one] at h1
  rw [hμ, dotProduct_smul, hx, smul_eq_mul, mul_one] at h0
  exact ⟨h0, sub_nonneg.mp h1⟩

/-- Under the mixed anticommutation relations, for a unit vector `ψ` and normalised coefficients `x`
with `b = ∑ x_q a_q`, the occupation `⟨x, γ x⟩` is 0 exactly when `b ψ = 0`, and 1 exactly when
`b† ψ = 0`. -/
theorem occupation_extremal {a : ι → Matrix m m ℂ} (h : MixedCAR a) {ψ : m → ℂ}
    (hψ : star ψ ⬝ᵥ ψ = 1) {x : ι → ℂ} (hx : star x ⬝ᵥ x = 1) :
    (star x ⬝ᵥ densityMatrix a ψ *ᵥ x = 0 ↔ orbitalOp a x *ᵥ ψ = 0) ∧
      (star x ⬝ᵥ densityMatrix a ψ *ᵥ x = 1 ↔ (orbitalOp a x)ᴴ *ᵥ ψ = 0) := by
  constructor
  · rw [particle_form]
    exact dotProduct_star_self_eq_zero
  · rw [← dotProduct_star_self_eq_zero, ← hole_form h hψ, Matrix.sub_mulVec,
      Matrix.one_mulVec, dotProduct_sub, hx, sub_eq_zero]
    exact eq_comm

/-- Under both sets of anticommutation relations, the number operator of a normalised orbital
is idempotent. -/
theorem orbitalNumber_idempotent {a : ι → Matrix m m ℂ} (h : MixedCAR a) (h' : PairCAR a)
    {x : ι → ℂ} (hx : star x ⬝ᵥ x = 1) :
    orbitalNumber a x * orbitalNumber a x = orbitalNumber a x := by
  unfold PairCAR at h'
  have hs : orbitalOp a x * orbitalOp a x = ∑ p, ∑ q, (x p * x q) • (a p * a q) := by
    simp only [orbitalOp, Finset.sum_mul_sum, smul_mul_smul_comm]
  have ht : orbitalOp a x * orbitalOp a x = ∑ p, ∑ q, (x p * x q) • (a q * a p) := by
    rw [hs, Finset.sum_comm]
    refine Finset.sum_congr rfl fun p _ => Finset.sum_congr rfl fun q _ => ?_
    rw [mul_comm (x q)]
  have hd : orbitalOp a x * orbitalOp a x + orbitalOp a x * orbitalOp a x = 0 := by
    nth_rewrite 1 [hs]
    rw [ht]
    simp only [← Finset.sum_add_distrib, ← smul_add, h', smul_zero, Finset.sum_const_zero]
  -- Pauli principle: the same orbital cannot be emptied twice
  have hb : orbitalOp a x * orbitalOp a x = 0 := by
    calc orbitalOp a x * orbitalOp a x
        = (1 / 2 : ℂ) • (orbitalOp a x * orbitalOp a x + orbitalOp a x * orbitalOp a x) := by
          module
      _ = 0 := by rw [hd, smul_zero]
  have hc := orbital_anticomm h x
  rw [hx, one_smul] at hc
  unfold orbitalNumber
  generalize orbitalOp a x = b at hb hc ⊢
  calc bᴴ * b * (bᴴ * b) = bᴴ * (b * bᴴ + bᴴ * b) * b - bᴴ * bᴴ * (b * b) := by
        noncomm_ring
    _ = bᴴ * b := by rw [hc, hb, mul_one, mul_zero, sub_zero]

/-- Under both sets of anticommutation relations, normalised coefficients `x` with `ν = ⟨x, γ x⟩`
and `N = b† b` give `⟨ψ, N² ψ⟩ - ⟨ψ, N ψ⟩² = ν (1 - ν)`. For a unit vector `ψ` the left side is the
variance of `N`. -/
theorem occupation_variance {a : ι → Matrix m m ℂ} (h : MixedCAR a) (h' : PairCAR a)
    (ψ : m → ℂ) {x : ι → ℂ} (hx : star x ⬝ᵥ x = 1) :
    expect ψ (orbitalNumber a x * orbitalNumber a x) - expect ψ (orbitalNumber a x) ^ 2
      = (star x ⬝ᵥ densityMatrix a ψ *ᵥ x) * (1 - star x ⬝ᵥ densityMatrix a ψ *ᵥ x) := by
  rw [orbitalNumber_idempotent h h' hx, particle_form, ← expect_adjoint_mul]
  unfold orbitalNumber
  ring

/-- Two Jordan-Wigner annihilators on the four-dimensional Fock space of two modes. -/
def jordanWigner : Fin 2 → Matrix (Fin 4) (Fin 4) ℂ :=
  ![!![0, 0, 1, 0; 0, 0, 0, 1; 0, 0, 0, 0; 0, 0, 0, 0],
    !![0, 1, 0, 0; 0, 0, 0, 0; 0, 0, 0, -1; 0, 0, 0, 0]]

/-- The Jordan-Wigner pair obeys both sets of anticommutation relations, and the superposition
of the empty and the doubly filled state with amplitudes 3/5 and 4/5 is a unit vector. -/
theorem jordanWigner_witness :
    MixedCAR jordanWigner ∧ PairCAR jordanWigner ∧
      star (![3 / 5, 0, 0, 4 / 5] : Fin 4 → ℂ) ⬝ᵥ ![3 / 5, 0, 0, 4 / 5] = 1 := by
  refine ⟨?_, ?_, ?_⟩
  · intro p q
    ext i j
    simp only [Matrix.add_apply, Matrix.mul_apply, Matrix.conjTranspose_apply,
      Fin.sum_univ_four]
    fin_cases p <;> fin_cases q <;> fin_cases i <;> fin_cases j <;> simp [jordanWigner]
  · intro p q
    fin_cases p <;> fin_cases q <;> ext i j <;> fin_cases i <;> fin_cases j <;>
      simp [jordanWigner]
  · have e3 : star (3 / 5 : ℂ) = 3 / 5 := by
      rw [show (3 / 5 : ℂ) = ((3 / 5 : ℝ) : ℂ) by norm_num]
      exact Complex.conj_ofReal _
    have e4 : star (4 / 5 : ℂ) = 4 / 5 := by
      rw [show (4 / 5 : ℂ) = ((4 / 5 : ℝ) : ℂ) by norm_num]
      exact Complex.conj_ofReal _
    simp only [dotProduct, Fin.sum_univ_four, Pi.star_apply]
    change star (3 / 5 : ℂ) * (3 / 5) + star (0 : ℂ) * 0 + star (0 : ℂ) * 0
      + star (4 / 5 : ℂ) * (4 / 5) = 1
    rw [e3, e4]
    norm_num

end

end FermionOccupationBounds
```

```lean
#print axioms FermionOccupationBounds.occupation_bounds
-- 'FermionOccupationBounds.occupation_bounds' depends on axioms: [propext, Classical.choice, Quot.sound]
#print axioms FermionOccupationBounds.occupation_extremal
-- 'FermionOccupationBounds.occupation_extremal' depends on axioms: [propext, Classical.choice, Quot.sound]
#print axioms FermionOccupationBounds.occupation_variance
-- 'FermionOccupationBounds.occupation_variance' depends on axioms: [propext, Classical.choice, Quot.sound]
```

## From operator identities to Lean lemmas

`expect_adjoint_mul` moves an adjoint to the left side of the inner product, which turns $\langle\psi,A^\dagger B\psi\rangle$ into $\langle A\psi,B\psi\rangle$. `orbital_anticomm` expands both operator products as double sums. `Finset.sum_comm` exchanges the order of summation in the second, so that the coefficients agree; the hypothesis then supplies the delta, and `Finset.sum_ite_eq` leaves the diagonal.

`particle_form` is the first norm identity, obtained by expanding both sides. For `hole_form`, `congrArg (expect ψ)` takes the expectation value of the anticommutator identity, and `linear_combination` rearranges it. `densityMatrix_isHermitian` compares conjugate entries.

In `occupation_bounds`, `hp` and `hh` state that the two forms are nonnegative. Together with Hermiticity they give the two semidefinite statements, and their values on an eigenvector give the bounds on `μ`. `occupation_extremal` uses the fact that a vector has zero norm only if it vanishes.

`orbitalNumber_idempotent` first derives $b^2=0$, then lets `noncomm_ring` check the rearrangement of $N^2$ without commuting any factors. `occupation_variance` substitutes this result and the particle norm. `jordanWigner_witness` verifies the anticommutation relations entry by entry.

## What the theorems say about a computed density matrix

The type `ι` labels the modes and `m` labels the basis states of the state space; both are finite. The size of `m` is not fixed in advance, although for $n$ modes the two sets of anticommutation relations together force it to be a multiple of $2^n$. `MixedCAR` relates annihilators to creators and has nothing to do with mixed states. `PairCAR` relates annihilators to one another. `densityMatrix a ψ` is $\gamma$, `orbitalOp a x` is $b$, and `orbitalNumber a x` is $N$. The expression `star x ⬝ᵥ x` is $\langle x,x\rangle$, the squared norm.

`occupation_bounds` says: given `MixedCAR a` and a unit vector `ψ`, the density matrix is Hermitian, it and its complement are positive semidefinite, and every eigenvalue with a normalised eigenvector satisfies `0 ≤ μ ∧ μ ≤ 1`. Here `μ` is a complex number. In the order opened by `ComplexOrder`, `0 ≤ μ` means that the imaginary part is zero and the real part is nonnegative, so reality is part of the conclusion.

Of the two sets of relations, the bounds use only `MixedCAR`, together with the normalisation of `ψ`; idempotence and the variance formula also assume `PairCAR`. The mixed relation alone does not give idempotence: for one mode on a one-dimensional space, $a=1/\sqrt2$ satisfies it, yet $N=1/2$ and $N^2=1/4$.

`occupation_variance` is an identity for every `ψ`; for a normalised `ψ` its left side is the variance of $N$. For a nonzero unnormalised vector with $s=\langle\psi,\psi\rangle$, the physical occupation is $\nu/s$ and the variance is $(\nu/s)(1-\nu/s)$.

The witness shows that the hypotheses on the operators and the state are met by two Jordan–Wigner modes and the state with amplitude $3/5$ on the empty configuration and $4/5$ on the doubly filled one. A short calculation gives $\gamma=\tfrac{16}{25}\,1$ for this state. It also shows that `ψ` need not have a definite particle number.

The step left to the programmer is to establish that the stored array really is $\langle\psi,a_p^\dagger a_q\psi\rangle$, with the same normalised $\psi$ on both sides. Coupled-cluster densities built from different left and right states do not have this form, and the theorems give no bound for them. Ensembles are not treated separately, but averaging the two semidefinite statements over the members gives the same bounds for them. Infinitely many modes lie beyond these statements. Nor do eigenvalues in the interval certify the array: a wrong matrix can satisfy the same bounds.
